# Equal diagonal entries minimise the eigenvalue ratio of a symmetrically scaled 2×2 positive definite matrix

An eigenvalue of a real 2×2 matrix M is taken here to be a real number μ for which M v = μ v has a nonzero real solution v. The largest and smallest eigenvalues, hi and lo, are the greatest and least elements of the set of all such μ. The bound is therefore a statement about the spectrum itself, and the closed formulas for hi and lo are proved, not put in as definitions.

Let A = [[a, b], [b, c]] be real and positive definite, let D = diag(s, t) with s, t > 0, and define the dimensionless coupling

h = |b| / √(ac).

If hi and lo belong to DAD, then

hi / lo ≥ (1 + h) / (1 − h),

with equality exactly when s²a = t²c.

## Per-variable weights in a damped iteration

To solve A z = g, a code may use the update z ← z − τD²(A z − g), which gives each variable its own weight, τs² or τt². With z = D x and f = D g this becomes x ← x − τ(DAD x − f), and an error along an eigenvector of DAD is multiplied by 1 − τμ at each step.

For linear mixing in a self-consistent calculation, reduced to two variables with a symmetric positive definite linearised residual, constant positive weights cannot bring the worst error factor below h. Scaling to unit diagonal with τ = 1 attains h.

The weights need care with square roots. Unit diagonal requires s = 1/√a and t = 1/√c. The Jacobi weights 1/a and 1/c are the entries of D², and putting them into D scales twice. For a = 1, c = 4, b = 0, that error gives DAD = diag(1, 1/4), whose ratio is 4, as bad as without scaling; the correct D gives ratio 1.

## From the secular equation to the bound

Write p = s²a, q = t²c and r = stb, so that DAD = [[p, r], [r, q]]. A nonzero eigenvector exists exactly when the determinant of DAD − μ vanishes:

(p − μ)(q − μ) = r².

Multiplying by 4 and completing the square gives

(2μ − p − q)² = (p − q)² + 4r².

With w = √((p − q)² + 4r²), the extreme eigenvalues are

hi = (p + q + w)/2, lo = (p + q − w)/2.

Hence hi + lo = p + q and hi − lo = w. Positive definiteness gives a, c > 0 and b² < ac, so 0 ≤ h < 1. It also makes lo positive, because p + q > 0 and

(p + q)² − w² = 4(pq − r²) = 4s²t²(ac − b²) > 0.

From b² = h²ac follows r² = h²pq. Inserting 4pq = (p + q)² − (p − q)² into w² gives

(hi − lo)² = h²(hi + lo)² + (1 − h²)(p − q)².

The last term is nonnegative. Dropping it and taking square roots of nonnegative quantities yields

hi − lo ≥ h(hi + lo),

which rearranges to (1 − h)hi ≥ (1 + h)lo. Division by the positive numbers lo and 1 − h gives the bound. Equality holds exactly when the dropped term is zero, and since 1 − h² > 0 this means p = q.

For the iteration, suppose that both |1 − τ lo| and |1 − τ hi| were smaller than h. Then τ lo > 1 − h and τ hi < 1 + h. Multiplying the first inequality by hi and the second by lo gives

(1 − h)hi < τ hi lo < (1 + h)lo,

which contradicts the bound. At unit diagonal, p = q = 1, and the secular equation becomes (1 − μ)² = r² = h², so |1 − μ| = h for every eigenvalue.

## The Lean file

```lean
import Mathlib

open Matrix

namespace OptimalDiagonalScaling

noncomputable section

/-- The symmetric matrix of a two-variable linear response problem. -/
def response (a b c : ℝ) : Matrix (Fin 2) (Fin 2) ℝ := !![a, b; b, c]

/-- The response matrix `A` after diagonal scaling, `D A D` with `D = diag(s, t)`. -/
def scaled (a b c s t : ℝ) : Matrix (Fin 2) (Fin 2) ℝ :=
  Matrix.diagonal ![s, t] * response a b c * Matrix.diagonal ![s, t]

/-- The real eigenvalues of a matrix: numbers that belong to a nonzero eigenvector. -/
def eigenvalueSet (M : Matrix (Fin 2) (Fin 2) ℝ) : Set ℝ :=
  {μ | ∃ v : Fin 2 → ℝ, v ≠ 0 ∧ M *ᵥ v = μ • v}

/-- The dimensionless coupling `h = |b| / √(a c)` between the two variables. -/
def coupling (a b c : ℝ) : ℝ := |b| / √(a * c)

/-- The scaled matrix written out entry by entry. -/
theorem scaled_eq (a b c s t : ℝ) :
    scaled a b c s t = response (s ^ 2 * a) (s * t * b) (t ^ 2 * c) := by
  ext i j
  fin_cases i <;> fin_cases j <;>
    simp [scaled, response, Matrix.mul_apply, Matrix.diagonal] <;> ring

/-- The secular equation: `μ` is an eigenvalue exactly when `(p - μ)(q - μ) = r²`. -/
theorem secular_equation (p r q μ : ℝ) :
    μ ∈ eigenvalueSet (response p r q) ↔ (p - μ) * (q - μ) = r ^ 2 := by
  have key := Matrix.exists_mulVec_eq_zero_iff (M := !![p - μ, r; r, q - μ])
  rw [Matrix.det_fin_two_of] at key
  -- an eigenvector is a null vector of the shifted matrix
  have shift : ∀ v : Fin 2 → ℝ, response p r q *ᵥ v = μ • v ↔
      !![p - μ, r; r, q - μ] *ᵥ v = 0 := by
    intro v
    simp only [funext_iff, Fin.forall_fin_two, response, Matrix.mulVec, dotProduct,
      Fin.sum_univ_two, Matrix.of_apply, Matrix.cons_val_zero, Matrix.cons_val_one,
      Pi.smul_apply, Pi.zero_apply, smul_eq_mul]
    constructor <;> rintro ⟨h0, h1⟩ <;> constructor <;> linarith
  constructor
  · rintro ⟨v, hv, h⟩
    have := key.1 ⟨v, hv, (shift v).1 h⟩
    linarith
  · intro h
    obtain ⟨v, hv, h0⟩ := key.2 (by linarith)
    exact ⟨v, hv, (shift v).2 h0⟩

/-- The greatest and the least eigenvalue of a symmetric two-by-two matrix. -/
theorem extreme_eigenvalues (p r q : ℝ) :
    IsGreatest (eigenvalueSet (response p r q))
      ((p + q + √((p - q) ^ 2 + 4 * r ^ 2)) / 2) ∧
    IsLeast (eigenvalueSet (response p r q))
      ((p + q - √((p - q) ^ 2 + 4 * r ^ 2)) / 2) := by
  have hw : √((p - q) ^ 2 + 4 * r ^ 2) ^ 2 = (p - q) ^ 2 + 4 * r ^ 2 :=
    Real.sq_sqrt (by positivity)
  -- every eigenvalue differs from the mean (p + q) / 2 by at most half the square root below
  have bound : ∀ μ ∈ eigenvalueSet (response p r q),
      |2 * μ - p - q| ≤ √((p - q) ^ 2 + 4 * r ^ 2) := by
    intro μ hμ
    rw [secular_equation] at hμ
    apply Real.abs_le_sqrt
    linarith
  refine ⟨⟨?_, ?_⟩, ⟨?_, ?_⟩⟩
  · rw [secular_equation]
    linear_combination (1 / 4) * hw
  · intro μ hμ
    have := (abs_le.1 (bound μ hμ)).2
    linarith
  · rw [secular_equation]
    linear_combination (1 / 4) * hw
  · intro μ hμ
    have := (abs_le.1 (bound μ hμ)).1
    linarith

/-- For a positive definite response the diagonal entries are positive, and the coupling
satisfies `0 ≤ h < 1` and `h² a c = b²`. -/
theorem coupling_bounds {a b c : ℝ} (hA : (response a b c).PosDef) :
    0 < a ∧ 0 < c ∧ 0 ≤ coupling a b c ∧ coupling a b c < 1 ∧
      coupling a b c ^ 2 * (a * c) = b ^ 2 := by
  have ha : 0 < a := by simpa [response] using hA.diag_pos (i := 0)
  have hc : 0 < c := by simpa [response] using hA.diag_pos (i := 1)
  have hd := hA.det_pos
  rw [response, Matrix.det_fin_two_of] at hd
  have hac : 0 < a * c := mul_pos ha hc
  refine ⟨ha, hc, by unfold coupling; positivity, ?_, ?_⟩
  · refine (div_lt_one (Real.sqrt_pos.2 hac)).2 (Real.lt_sqrt_of_sq_lt ?_)
    rw [sq_abs]
    linarith
  · rw [coupling, div_pow, sq_abs, Real.sq_sqrt hac.le, div_mul_cancel₀ _ hac.ne']

/-- For positive definite `A` and positive `s`, `t`, the least eigenvalue `lo` of the scaled matrix
is positive, and the squared spread `(hi - lo)²` equals `h² (hi + lo)²` plus `1 - h²` times the
squared diagonal mismatch `(s² a - t² c)²`. -/
theorem spread_identity {a b c s t hi lo : ℝ} (hA : (response a b c).PosDef)
    (hs : 0 < s) (ht : 0 < t)
    (hhi : IsGreatest (eigenvalueSet (scaled a b c s t)) hi)
    (hlo : IsLeast (eigenvalueSet (scaled a b c s t)) lo) :
    0 < lo ∧ (hi - lo) ^ 2 = coupling a b c ^ 2 * (hi + lo) ^ 2 +
      (1 - coupling a b c ^ 2) * (s ^ 2 * a - t ^ 2 * c) ^ 2 := by
  obtain ⟨ha, hc, h0, h1, hh⟩ := coupling_bounds hA
  rw [scaled_eq] at hhi hlo
  obtain ⟨hg, hl⟩ := extreme_eigenvalues (s ^ 2 * a) (s * t * b) (t ^ 2 * c)
  rw [hhi.unique hg, hlo.unique hl]
  have hw : √((s ^ 2 * a - t ^ 2 * c) ^ 2 + 4 * (s * t * b) ^ 2) ^ 2 =
      (s ^ 2 * a - t ^ 2 * c) ^ 2 + 4 * (s * t * b) ^ 2 := Real.sq_sqrt (by positivity)
  constructor
  · -- the determinant s²t²(ac - b²) is positive
    have hd := hA.det_pos
    rw [response, Matrix.det_fin_two_of] at hd
    have hst : 0 < (s * t) ^ 2 * (a * c - b * b) := mul_pos (by positivity) hd
    have : √((s ^ 2 * a - t ^ 2 * c) ^ 2 + 4 * (s * t * b) ^ 2) <
        s ^ 2 * a + t ^ 2 * c := by
      rw [Real.sqrt_lt' (by positivity)]
      linarith
    linarith
  · linear_combination hw - 4 * s ^ 2 * t ^ 2 * hh

/-- Optimal diagonal scaling: for positive definite `A` and positive `s`, `t`, the ratio of the
greatest to the least eigenvalue of `D A D` is at least `(1 + h) / (1 - h)`, with equality exactly
when the scaled diagonal entries are equal. -/
theorem optimal_scaling {a b c s t hi lo : ℝ} (hA : (response a b c).PosDef)
    (hs : 0 < s) (ht : 0 < t)
    (hhi : IsGreatest (eigenvalueSet (scaled a b c s t)) hi)
    (hlo : IsLeast (eigenvalueSet (scaled a b c s t)) lo) :
    (1 + coupling a b c) / (1 - coupling a b c) ≤ hi / lo ∧
    (hi / lo = (1 + coupling a b c) / (1 - coupling a b c) ↔ s ^ 2 * a = t ^ 2 * c) := by
  obtain ⟨-, -, h0, h1, -⟩ := coupling_bounds hA
  obtain ⟨hpos, hid⟩ := spread_identity hA hs ht hhi hlo
  have hle : lo ≤ hi := hhi.2 hlo.1
  generalize coupling a b c = h at *
  have h2 : 0 < 1 - h ^ 2 := by nlinarith
  have hd : 0 ≤ hi - lo := by linarith
  have hS : 0 ≤ h * (hi + lo) := mul_nonneg h0 (by linarith)
  have h3 : 0 < 1 - h := by linarith
  constructor
  · -- drop the mismatch term and take square roots
    have hsq : (h * (hi + lo)) ^ 2 ≤ (hi - lo) ^ 2 := by
      have := mul_nonneg h2.le (sq_nonneg (s ^ 2 * a - t ^ 2 * c))
      rw [mul_pow]
      linarith
    have := (sq_le_sq₀ hS hd).1 hsq
    rw [div_le_div_iff₀ h3 hpos]
    linarith
  · rw [div_eq_div_iff hpos.ne' h3.ne']
    constructor
    · intro he
      have he' : hi - lo = h * (hi + lo) := by linarith
      -- equality leaves no room for a mismatch
      have hz : (1 - h ^ 2) * (s ^ 2 * a - t ^ 2 * c) ^ 2 = 0 := by
        rw [he', mul_pow] at hid
        linarith
      have hz' := (mul_eq_zero.1 hz).resolve_left h2.ne'
      exact sub_eq_zero.1 (pow_eq_zero_iff (two_ne_zero)|>.1 hz')
    · intro he
      have hsq : (hi - lo) ^ 2 = (h * (hi + lo)) ^ 2 := by
        rw [hid, he]
        ring
      have := (sq_eq_sq₀ hd hS).1 hsq
      linarith

/-- For positive definite `A`, every scaling with positive `s`, `t` and every real step `τ`, some
eigenvalue `μ` of the scaled matrix has an error factor `|1 - τ μ|` of at least the coupling `h`. -/
theorem damping_limit {a b c s t : ℝ} (hA : (response a b c).PosDef)
    (hs : 0 < s) (ht : 0 < t) (τ : ℝ) :
    ∃ μ ∈ eigenvalueSet (scaled a b c s t), coupling a b c ≤ |1 - τ * μ| := by
  obtain ⟨hg, hl⟩ := extreme_eigenvalues (s ^ 2 * a) (s * t * b) (t ^ 2 * c)
  rw [← scaled_eq] at hg hl
  obtain ⟨-, -, -, h1, -⟩ := coupling_bounds hA
  have hpos := (spread_identity hA hs ht hg hl).1
  have hratio := (optimal_scaling hA hs ht hg hl).1
  have hle := hg.2 hl.1
  rw [div_le_div_iff₀ (by linarith) hpos] at hratio
  by_contra hcon
  push Not at hcon
  -- a smaller factor at both ends of the spectrum would beat the optimal ratio
  have e1 := (abs_lt.1 (hcon _ hl.1)).2
  have e2 := (abs_lt.1 (hcon _ hg.1)).1
  have f1 := mul_pos (lt_of_lt_of_le hpos hle) (sub_pos.2 e1)
  have f2 := mul_pos hpos (sub_pos.2 e2)
  linarith

/-- When the scaling makes both diagonal entries one, every eigenvalue `μ` of the scaled
matrix has the error factor `|1 - μ| = h` at unit step. -/
theorem unit_diagonal_factor {a b c s t : ℝ} (hA : (response a b c).PosDef)
    (hs : s ^ 2 * a = 1) (ht : t ^ 2 * c = 1) :
    ∀ μ ∈ eigenvalueSet (scaled a b c s t), |1 - μ| = coupling a b c := by
  intro μ hμ
  obtain ⟨-, -, h0, -, hh⟩ := coupling_bounds hA
  rw [scaled_eq, secular_equation, hs, ht] at hμ
  have hprod : (s ^ 2 * a) * (t ^ 2 * c) = 1 := by rw [hs, ht, one_mul]
  have hsq : |1 - μ| ^ 2 = coupling a b c ^ 2 := by
    rw [sq_abs]
    linear_combination hμ - s ^ 2 * t ^ 2 * hh + coupling a b c ^ 2 * hprod
  exact (sq_eq_sq₀ (abs_nonneg _) h0).1 hsq

end

end OptimalDiagonalScaling
```

```lean
#print axioms OptimalDiagonalScaling.optimal_scaling
#print axioms OptimalDiagonalScaling.damping_limit
#print axioms OptimalDiagonalScaling.unit_diagonal_factor
```

```
'OptimalDiagonalScaling.optimal_scaling' depends on axioms: [propext, Classical.choice, Quot.sound]
'OptimalDiagonalScaling.damping_limit' depends on axioms: [propext, Classical.choice, Quot.sound]
'OptimalDiagonalScaling.unit_diagonal_factor' depends on axioms: [propext, Classical.choice, Quot.sound]
```

## How the code matches the algebra

`response a b c` is the matrix A, `scaled a b c s t` is the actual product DAD, and `coupling a b c` is h. The hypothesis `PosDef` says that A is symmetric and that vᵀA v > 0 for every nonzero v. `IsGreatest` and `IsLeast` say that `hi` and `lo` are eigenvalues and bound all the others.

`scaled_eq` multiplies out DAD. `secular_equation` turns an eigenvector into a null vector of the shifted matrix and uses Mathlib's link between null vectors and a zero determinant. `extreme_eigenvalues` shows that both closed formulas solve the secular equation and that no eigenvalue lies outside them, so the extremes assumed in the main theorem always exist.

`coupling_bounds` extracts the facts about a, c and h from positive definiteness. `spread_identity` identifies `hi` and `lo` with the formulas by uniqueness; `linear_combination` then checks the identity for (hi − lo)². In `optimal_scaling`, `sq_le_sq₀` takes the square root in the inequality, and `sq_eq_sq₀` does so in the equality case. `damping_limit` is the contradiction above, with `f1` and `f2` as the two multiplied inequalities. `unit_diagonal_factor` treats the unit-diagonal case.

## Two variables, a symmetric matrix, constant weights

The theorems cover exact real arithmetic for two variables. `damping_limit` holds for every real τ, but it concerns the factors |1 − τμ|; their reading as error factors comes from the short calculation for the iteration, which is not part of the file. Steps that change from one iteration to the next, and methods that use the history of the iteration, such as Anderson mixing, are not covered. Nor are nonlinear residuals beyond their linearisation.

Without positive definiteness the bound on hi / lo can fail. Take A = −I, so a = c = −1 and b = 0, with s = 1 and t = 2. Then h = 0 and the bound would be 1, but DAD = diag(−1, −4) has hi = −1 and lo = −4, which gives hi / lo = 1/4. The failure comes from the signs: lo is here the eigenvalue of larger magnitude, and the ratio of the larger magnitude to the smaller is 4.
